# How a covariant dipole function changes under infinitesimal rigid translations and rotations

Let $m(x)$ be the dipole of atoms at positions $x_i\in\mathbb R^3$, and let $D$ be its derivative at a geometry $x$ where $m$ is differentiable. If common translations change the dipole by $Qa$ and common rotations rotate it, then for all vectors $a$ and $w$

$$D(a,\dots,a)=Q\,a,\qquad D(w\times x_1,\dots,w\times x_N)=w\times m(x).$$

In terms of atomic polar tensors, the matrices $P_i$ with entries $(P_i)_{jk}=\partial m_j/\partial x_{i,k}$, this reads $\sum_iP_i=Q\,\mathbf 1$ and $\sum_iP_i(w\times x_i)=w\times m(x)$. Infrared intensities in the double-harmonic approximation are computed from these tensors, so for an isolated molecule with a covariant dipole function the two rules give a check on a computed set.

## Geometries and dipole functions

A geometry assigns a vector in $\mathbb R^3$ to each label in a finite type `ι`. The dipole is any function from geometries to vectors; no electronic-structure model stands behind it. Components are numbered 0, 1, 2.

```lean
import Mathlib

open Matrix

namespace DipoleSumRules

noncomputable section

variable {ι : Type*} [Fintype ι]

/-- Positions of the atoms, labelled by `ι`, in real 3-space. -/
abbrev Geometry (ι : Type*) := ι → Fin 3 → ℝ
```

## Translation covariance: the meaning of Q

The first hypothesis is $m(x+a)=m(x)+Qa$, where $x+a$ shifts every atom by $a$. The constant $Q$ stands for the total charge of the molecule when the dipole is taken about an origin fixed in space: displacing a neutral molecule leaves its dipole unchanged, while displacing an ion by $a$ adds $Qa$. If the origin moves with the molecule, as the centre of mass does, the dipole of an ion does not change either, and the constant in the law is zero instead of the charge.

```lean
/-- A common translation by `a` changes the dipole by `Q a`. -/
def TranslationCovariant (m : Geometry ι → Fin 3 → ℝ) (Q : ℝ) : Prop :=
  ∀ (x : Geometry ι) (a : Fin 3 → ℝ), m (fun i => x i + a) = m x + Q • a
```

To use the law, move all atoms along $x_i+ta$. By the chain rule the dipole changes at $t=0$ at the rate $D(a,\dots,a)$. By covariance it equals $m(x)+tQa$, whose rate is $Qa$. A function has only one derivative at a point, so the two rates agree. In the main theorem below, `hT` enters at exactly this place, in the first half of the proof, and the rotation law plays no part there.

Without this hypothesis the first claim can fail for every $Q$. Take one atom and $m(x)=|x|^2x$, which is smooth and covariant under rotations. Its derivative sends $a$ to $|x|^2a+2(x\cdot a)x$. At $x\neq0$ this is $3|x|^2a$ for $a$ parallel to $x$ and $|x|^2a$ for $a$ perpendicular to it, so no single factor $Q$ serves both.

## Rotation covariance: no preferred direction in space

The second hypothesis says that the dipole turns with the molecule, as it does when no external field or surface singles out a direction. Rotations are about the origin, and they are proper: `Matrix.specialOrthogonalGroup` contains the orthogonal matrices of determinant 1, so nothing is assumed about reflections.

```lean
/-- A common proper rotation of all positions rotates the dipole in the same way. -/
def RotationCovariant (m : Geometry ι → Fin 3 → ℝ) : Prop :=
  ∀ R ∈ Matrix.specialOrthogonalGroup (Fin 3) ℝ, ∀ x : Geometry ι,
    m (fun i => R *ᵥ x i) = R *ᵥ m x
```

The derivation needs a path of rotations with initial angular velocity $w$. Let $K$ be the matrix with $Kv=w\times v$, and put $n=|w|^2$. Then $K^{\mathsf T}=-K$. From $K^2v=w(w\cdot v)-nv$, one more cross product with $w$ gives $K^3=-nK$. Now set

$$r=\frac t2,\qquad s=\frac{t}{1+r^2n},\qquad R(t)=\mathbf 1+sK+srK^2 .$$

This is a rotation about $w$, written with rational functions of $t$ in place of sines and cosines. In the code $K$, $s$ and $R(t)$ are `crossMatrix w`, `turnScale w t` and `turn w t`.

```lean
/-- The matrix of the map `v ↦ w × v`. -/
def crossMatrix (w : Fin 3 → ℝ) : Matrix (Fin 3) (Fin 3) ℝ :=
  !![0, -w 2, w 1; w 2, 0, -w 0; -w 1, w 0, 0]

/-- The scalar `t / (1 + t² |w|² / 4)` that enters the rational form of a rotation about `w`. -/
def turnScale (w : Fin 3 → ℝ) (t : ℝ) : ℝ :=
  t / (1 + (t / 2) ^ 2 * (w 0 ^ 2 + w 1 ^ 2 + w 2 ^ 2))

/-- A path of matrices built from the cross-product matrix of `w`, equal to the identity
at `t = 0`. -/
def turn (w : Fin 3 → ℝ) (t : ℝ) : Matrix (Fin 3) (Fin 3) ℝ :=
  1 + turnScale w t • crossMatrix w +
    (turnScale w t * (t / 2)) • (crossMatrix w * crossMatrix w)
```

The next two definitions are the polar tensor of an atom, obtained by restricting the derivative to displacements of that atom alone, and the dipole of fixed point charges, which serves as an example at the end.

```lean
/-- The atomic polar tensor of atom `i`: the matrix of the derivative of the dipole with respect
to the position of that atom, for a dipole differentiable at `x`. -/
def polarTensor [DecidableEq ι] (m : Geometry ι → Fin 3 → ℝ) (x : Geometry ι) (i : ι) :
    Matrix (Fin 3) (Fin 3) ℝ :=
  LinearMap.toMatrix'
    ((fderiv ℝ m x).toLinearMap ∘ₗ LinearMap.single ℝ (fun _ : ι => Fin 3 → ℝ) i)

/-- The dipole of fixed point charges `q i` at the positions `x i`. -/
def pointChargeDipole (q : ι → ℝ) (x : Geometry ι) : Fin 3 → ℝ := ∑ i, q i • x i
```

That $R(t)$ is orthogonal follows from $s(1+r^2n)=2r$ and $K^4=-nK^2$:

$$\begin{aligned}R R^{\mathsf T}&=(\mathbf 1+sK+srK^2)(\mathbf 1-sK+srK^2)\\&=\mathbf 1+(2sr-s^2)K^2+s^2r^2K^4\\&=\mathbf 1+s\bigl(2r-s(1+r^2n)\bigr)K^2=\mathbf 1 .\end{aligned}$$

For the determinant, $K$ has eigenvalues $0,\pm i\sqrt n$, so

$$\det R=(1-srn)^2+s^2n=1+sn\bigl(s(1+r^2n)-2r\bigr)=1 .$$

At $t=0$ we have $s=0$ and $s'=1$, and the product $sr$ has derivative $s'r+sr'=0$. Hence $R(t)v=v+s\,w\times v+sr\,w\times(w\times v)$ has initial velocity $w\times v$.

The three lemmas below carry this out. `crossMatrix_mulVec` identifies $Kv$ with the cross product. In `turn_mem`, `h` is the relation between $s$ and $r$, `h3` is $K^3=-nK$, and the `calc` block is the orthogonality computation; the determinant is expanded directly instead of through eigenvalues. In `turn_velocity`, `hs` and `hr` are the derivatives of $s$ and $sr$, and `he` is the expanded form of $R(t)v$.

```lean
/-- The cross-product matrix of `w` applied to `v` is `w × v`. -/
theorem crossMatrix_mulVec (w v : Fin 3 → ℝ) : crossMatrix w *ᵥ v = w ⨯₃ v := by
  ext i
  fin_cases i <;>
    simp [crossMatrix, cross_apply, Matrix.mulVec, dotProduct, Fin.sum_univ_three] <;> ring

/-- Every matrix on the path `turn w` is a proper rotation. -/
theorem turn_mem (w : Fin 3 → ℝ) (t : ℝ) :
    turn w t ∈ Matrix.specialOrthogonalGroup (Fin 3) ℝ := by
  have h : turnScale w t * (1 + (t / 2) ^ 2 * (w 0 ^ 2 + w 1 ^ 2 + w 2 ^ 2)) = 2 * (t / 2) := by
    have hpos : 0 < 1 + (t / 2) ^ 2 * (w 0 ^ 2 + w 1 ^ 2 + w 2 ^ 2) := by positivity
    rw [turnScale, div_mul_cancel₀ _ hpos.ne']
    ring
  unfold turn
  generalize turnScale w t = s at h ⊢
  generalize t / 2 = r at h ⊢
  rw [Matrix.mem_specialOrthogonalGroup_iff]
  constructor
  · -- orthogonality follows from K³ = -|w|² K
    have hT : (crossMatrix w)ᵀ = -crossMatrix w := by
      ext i j
      fin_cases i <;> fin_cases j <;> simp [crossMatrix]
    have h3 : crossMatrix w * (crossMatrix w * crossMatrix w) =
        -((w 0 ^ 2 + w 1 ^ 2 + w 2 ^ 2) • crossMatrix w) := by
      ext i j
      fin_cases i <;> fin_cases j <;>
        simp [crossMatrix, Matrix.mul_apply, Fin.sum_univ_three] <;> ring
    generalize w 0 ^ 2 + w 1 ^ 2 + w 2 ^ 2 = n at h h3
    generalize crossMatrix w = K at hT h3 ⊢
    have hc : 2 * s * r - s ^ 2 - (s * r) ^ 2 * n = 0 := by linear_combination (-s) * h
    rw [Matrix.mem_orthogonalGroup_iff]
    simp only [Matrix.transpose_add, Matrix.transpose_smul, Matrix.transpose_mul,
      Matrix.transpose_one, hT, neg_mul_neg]
    calc (1 + s • K + (s * r) • (K * K)) * (1 + s • -K + (s * r) • (K * K))
        = 1 + (2 * s * r - s ^ 2) • (K * K) + (s * r) ^ 2 • (K * (K * (K * K))) := by
          simp only [add_mul, mul_add, smul_mul_assoc, mul_smul_comm, one_mul, mul_one,
            mul_neg, smul_neg, mul_assoc]
          module
      _ = 1 + (2 * s * r - s ^ 2 - (s * r) ^ 2 * n) • (K * K) := by
          rw [h3, mul_neg, mul_smul_comm]
          module
      _ = 1 := by rw [hc, zero_smul, add_zero]
  · rw [Matrix.det_fin_three]
    simp [crossMatrix]
    linear_combination (s * (w 0 ^ 2 + w 1 ^ 2 + w 2 ^ 2)) * h

/-- The path `turn w` starts with angular velocity `w`: it moves each vector `v` with initial
velocity `w × v`. -/
theorem turn_velocity (w v : Fin 3 → ℝ) :
    HasDerivAt (fun t => turn w t *ᵥ v) (w ⨯₃ v) 0 := by
  have hd : HasDerivAt (fun t : ℝ => 1 + (t / 2) ^ 2 * (w 0 ^ 2 + w 1 ^ 2 + w 2 ^ 2)) 0 0 :=
    (((((hasDerivAt_id' (0 : ℝ)).div_const 2).fun_pow 2).mul_const _).const_add 1).congr_deriv
      (by simp)
  have hs : HasDerivAt (turnScale w) 1 0 :=
    ((hasDerivAt_id' (0 : ℝ)).fun_div hd (by simp)).congr_deriv (by simp)
  have hr : HasDerivAt (fun t => turnScale w t * (t / 2)) 0 0 :=
    (hs.fun_mul ((hasDerivAt_id' (0 : ℝ)).div_const 2)).congr_deriv (by simp [turnScale])
  have he : (fun t => turn w t *ᵥ v) = fun t => v + turnScale w t • (w ⨯₃ v) +
      (turnScale w t * (t / 2)) • (w ⨯₃ (w ⨯₃ v)) := by
    funext t
    simp only [turn, Matrix.add_mulVec, Matrix.smul_mulVec, Matrix.one_mulVec,
      ← Matrix.mulVec_mulVec, crossMatrix_mulVec]
  rw [he]
  exact (((hs.smul_const _).const_add v).fun_add (hr.smul_const _)).congr_deriv (by simp)
```

With this path the argument repeats that for translations. The atoms move along $R(t)x_i$ with initial velocities $w\times x_i$, so the dipole changes at the rate $D(w\times x_1,\dots,w\times x_N)$. By covariance it equals $R(t)m(x)$, whose rate is $w\times m(x)$.

Without rotation covariance the second claim can fail. Add a constant vector $c\neq0$ to the dipole of fixed charges, $m(x)=\sum_iq_ix_i+c$. This is differentiable and obeys the translation law, but its derivative sends the displacements $w\times x_i$ to $w\times(m(x)-c)$, which differs from $w\times m(x)$ whenever $w$ is not parallel to $c$.

## Differentiability at the geometry considered

The third hypothesis says that near $x$ the dipole is linear in the displacements to first order, as the polar tensors presuppose. The dipole of an adiabatic electronic state may lack this property where the state becomes degenerate with another. Both derivations use the hypothesis in the chain rule, which is the next lemma.

```lean
/-- If the path of geometries is differentiable at `t` and the dipole is differentiable at the
geometry `γ t`, then the dipole changes along the path at `t` at the rate given by its derivative
applied to the velocities of the atoms. -/
theorem dipole_rate {m : Geometry ι → Fin 3 → ℝ} {D : Geometry ι →L[ℝ] (Fin 3 → ℝ)}
    {γ : ℝ → Geometry ι} {v : Geometry ι} {t : ℝ} (hm : HasFDerivAt m D (γ t))
    (hγ : HasDerivAt γ v t) : HasDerivAt (fun s => m (γ s)) (D v) t :=
  hm.comp_hasDerivAt t hγ
```

The main theorem assumes `DifferentiableAt ℝ m x`, that is, differentiability at this one geometry, and `fderiv ℝ m x` is the map $D$. In each half of the proof `h1` is the rate from the chain rule, `h2` the rate from the covariance law, and `h1.unique h2` equates them.

```lean
/-- For a dipole function covariant under translations (with charge `Q`) and rotations, and
differentiable at `x`, the derivative at `x` sends the common displacement `a` to `Q a` and the
displacements `w × x i` to `w × m x`. -/
theorem dipole_derivative_rigid {m : Geometry ι → Fin 3 → ℝ} {Q : ℝ} {x : Geometry ι}
    (hm : DifferentiableAt ℝ m x) (hT : TranslationCovariant m Q) (hR : RotationCovariant m) :
    (∀ a : Fin 3 → ℝ, fderiv ℝ m x (fun _ => a) = Q • a) ∧
      ∀ w : Fin 3 → ℝ, fderiv ℝ m x (fun i => w ⨯₃ x i) = w ⨯₃ m x := by
  constructor
  · intro a
    have h1 := dipole_rate (γ := fun (t : ℝ) i => x i + t • a) (v := fun _ => a) (t := 0)
      (by simpa using hm.hasFDerivAt) (hasDerivAt_pi.2 fun i =>
        (((hasDerivAt_id' (0 : ℝ)).smul_const a).const_add (x i)).congr_deriv (one_smul ℝ a))
    -- the covariance law gives the same dipole as an explicit function of t
    have h2 : HasDerivAt (fun t : ℝ => m (fun i => x i + t • a)) (Q • a) 0 := by
      simp only [hT x]
      exact ((((hasDerivAt_id' (0 : ℝ)).smul_const a).fun_const_smul Q).const_add
        (m x)).congr_deriv (by simp)
    exact h1.unique h2
  · intro w
    have h1 := dipole_rate (γ := fun (t : ℝ) i => turn w t *ᵥ x i)
      (by simpa [turn, turnScale] using hm.hasFDerivAt)
      (hasDerivAt_pi.2 fun i => turn_velocity w (x i))
    have h2 : HasDerivAt (fun t : ℝ => m (fun i => turn w t *ᵥ x i)) (w ⨯₃ m x) 0 := by
      simp only [hR _ (turn_mem w _) x]
      exact turn_velocity w (m x)
    exact h1.unique h2
```

Covariance does not supply differentiability. For two atoms at distance $\rho=|x_1-x_2|$ take

$$m(x)=x_1+|\rho-1|\,(x_1-x_2).$$

Both covariance laws hold, with $Q=1$, but stretching the bond through $\rho=1$ gives a kink. No derivative $D$ exists there; Lean's `fderiv` is then zero by convention, and the first claim would read $0=a$.

The covariance laws are imposed at all geometries, including those with coinciding nuclei. A different model would impose them only at the chosen $x$, for all $a$ and $R$. That is a weaker assumption, suited to a dipole function that is meaningful only for separated nuclei, and the same argument would serve, since it applies each law only at $x$.

## The sum rules for atomic polar tensors

Any set of displacements $v$ is the sum of displacements of one atom at a time. Linearity of $D$ therefore gives $D(v)=\sum_iP_iv_i$.

```lean
/-- For a dipole differentiable at `x`, its derivative there along any displacements is the sum over
atoms of the polar tensor applied to the displacement of the atom. -/
theorem fderiv_eq_sum_polarTensor [DecidableEq ι] (m : Geometry ι → Fin 3 → ℝ)
    (x v : Geometry ι) : fderiv ℝ m x v = ∑ i, polarTensor m x i *ᵥ v i := by
  simp only [polarTensor, LinearMap.toMatrix'_mulVec, LinearMap.comp_apply,
    LinearMap.single_apply, ContinuousLinearMap.coe_coe]
  rw [← map_sum, Finset.univ_sum_single]
```

Inserting $v_i=a$ gives $\sum_iP_i\,a=Qa$ for every $a$, hence the matrix equation $\sum_iP_i=Q\,\mathbf 1$. Inserting $v_i=w\times x_i$ gives the rotational rule. The proof does the same: `Matrix.toLin'.injective` reduces equality of matrices to equality of their actions on every vector `a`.

```lean
/-- Sum rules for atomic polar tensors, for a dipole function covariant under translations and
rotations and differentiable at `x`: the tensors add up to `Q` times the identity, and applied
to the displacements `w × x i` they add up to `w × m x`. -/
theorem polarTensor_sum_rules [DecidableEq ι] {m : Geometry ι → Fin 3 → ℝ} {Q : ℝ}
    {x : Geometry ι} (hm : DifferentiableAt ℝ m x) (hT : TranslationCovariant m Q)
    (hR : RotationCovariant m) :
    ∑ i, polarTensor m x i = Q • (1 : Matrix (Fin 3) (Fin 3) ℝ) ∧
      ∀ w : Fin 3 → ℝ, ∑ i, polarTensor m x i *ᵥ (w ⨯₃ x i) = w ⨯₃ m x := by
  obtain ⟨h1, h2⟩ := dipole_derivative_rigid hm hT hR
  refine ⟨?_, fun w => by rw [← h2 w, fderiv_eq_sum_polarTensor]⟩
  apply Matrix.toLin'.injective
  apply LinearMap.ext
  intro a
  rw [map_sum, map_smul, Matrix.toLin'_one, LinearMap.sum_apply]
  simp only [Matrix.toLin'_apply, LinearMap.smul_apply, LinearMap.id_apply]
  rw [← h1 a, fderiv_eq_sum_polarTensor]
```

For a neutral molecule the tensors add up to zero. The rotational rule shows that an infinitesimal rotation of a polar molecule changes its dipole unless the axis is parallel to the dipole, so a rotational component left in a computed vibrational mode can add a spurious contribution to its intensity.

## Fixed point charges as an example

The dipole $\sum_iq_ix_i$ satisfies all three hypotheses for any real charges $q_i$. It is linear in the positions and therefore differentiable. A common translation gives $\sum_iq_i(x_i+a)=\sum_iq_ix_i+\bigl(\sum_iq_i\bigr)a$, so $Q=\sum_iq_i$. A rotation can be taken out of the sum, $\sum_iq_iRx_i=R\sum_iq_ix_i$. The three parts of the proof are these three observations.

```lean
/-- The dipole of fixed point charges is differentiable and covariant under rotations and under
translations, with `Q` the sum of the charges. -/
theorem pointChargeDipole_witness (q : ι → ℝ) :
    Differentiable ℝ (pointChargeDipole q) ∧
      TranslationCovariant (pointChargeDipole q) (∑ i, q i) ∧
      RotationCovariant (pointChargeDipole q) := by
  refine ⟨?_, fun x a => ?_, fun R _ x => ?_⟩
  · unfold pointChargeDipole
    fun_prop
  · simp only [pointChargeDipole, smul_add, Finset.sum_add_distrib, Finset.sum_smul]
  · simp only [pointChargeDipole, ← Matrix.toLin'_apply, map_sum, map_smul]

end

end DipoleSumRules
```

```lean
#print axioms DipoleSumRules.dipole_derivative_rigid
#print axioms DipoleSumRules.polarTensor_sum_rules
```

```
'DipoleSumRules.dipole_derivative_rigid' depends on axioms: [propext, Classical.choice, Quot.sound]
'DipoleSumRules.polarTensor_sum_rules' depends on axioms: [propext, Classical.choice, Quot.sound]
```
